# The small-component kernel Q₁ of the massless Brown–Ravenhall s-wave equation, integrated with dx/x over momentum ratios x from 0 to 1, gives 1

For $0<x<1$ the logarithm has the expansion

$$\log\frac{1+x}{1-x}=2x+\frac{2x^3}{3}+\frac{2x^5}{5}+\cdots .$$

Inserting it gives

$$\frac1x\left[\frac{x+1/x}{2}\log\frac{1+x}{1-x}-1\right]=\left(1+\frac13\right)x+\left(\frac13+\frac15\right)x^3+\cdots .$$

Over $(0,1)$ the first two terms integrate to $1-\frac13$ and $\frac13-\frac15$. The $\frac13$ cancels, leaving $1-\frac15$. Each further term cancels the last remainder in the same way, and the total tends to 1.

## Where the integral comes from

The Brown–Ravenhall operator is the Dirac–Coulomb operator projected onto the positive-energy states of the free electron. For one electron it is also the first-order Douglas–Kroll–Hess Hamiltonian. Take a point nucleus with potential $-\gamma/r$, in units $\hbar=c=1$, where $\gamma$ is the nuclear charge times the fine-structure constant. At high momentum the mass becomes negligible and the kinetic energy is $p$.

Let $a(p)$ be $p$ times the radial momentum-space wave function. The massless s-wave equation at zero energy is

$$p\,a(p)=\frac{\gamma}{2\pi}\int_0^\infty\left[Q_0(q/p)+Q_1(q/p)\right]a(q)\,dq .$$

Here $Q_0$ and $Q_1$ are Legendre functions of the second kind at $(x+1/x)/2$, written as functions of the momentum ratio $x=q/p$:

$$Q_0(x)=\log\left|\frac{1+x}{1-x}\right|,\qquad Q_1(x)=\frac{x+1/x}{2}\,Q_0(x)-1 .$$

$Q_0$ comes from the large component and $Q_1$ from the small one. Without mass the two components have equal weight.

## From the series to the coupling

**Small component.** Half the logarithm contributes $\sum_{k\ge0}x^{2k+1}/(2k+1)$ to $Q_1/x$. The logarithm divided by $2x^2$ contributes $1/x+\sum_{k\ge0}x^{2k+1}/(2k+3)$, and the subtracted 1 removes the $1/x$. All remaining terms are nonnegative, so they may be integrated one by one:

$$\int_0^1\frac{Q_1}{x}\,dx=\sum_{k\ge0}\frac{1}{2k+2}\left(\frac1{2k+1}+\frac1{2k+3}\right)=\sum_{k\ge0}\left(\frac1{2k+1}-\frac1{2k+3}\right)=1 .$$

**Large component.** The inverse squares of all positive integers sum to $\pi^2/6$, and the even ones contribute a quarter of that. The odd ones therefore sum to $\pi^2/8$, and

$$\int_0^1\frac{Q_0}{x}\,dx=\sum_{k\ge0}\frac{2}{(2k+1)^2}=\frac{\pi^2}{4}.$$

**All momentum ratios.** The substitution $x\to1/x$ preserves $Q_0$, $Q_1$ and the measure $dx/x$, and exchanges $(0,1)$ with $(1,\infty)$. Hence

$$\int_0^\infty\frac{Q_0+Q_1}{x}\,dx=2\left(\frac{\pi^2}{4}+1\right)=\frac{\pi^2}{2}+2 .$$

**Scaling solution.** Put $a(p)=1/p$ and $q=px$. The left side of the equation is 1, and the right side is

$$\frac{\gamma}{2\pi}\left(\frac{\pi^2}{2}+2\right)=\frac{\gamma}{2}\left(\frac{\pi}{2}+\frac{2}{\pi}\right).$$

They agree exactly when $\gamma=2/(\pi/2+2/\pi)\approx0.906$. The small component supplies the $2/\pi$.

## The statements in Lean

`small_component_integral` has two parts: `IntegrableOn` says that the integral over the open interval `Ioo 0 1` converges absolutely, and the equation gives its value, 1. The integrand is written out explicitly; on this interval the logarithm needs no absolute value.

`Q0` and `Q1` are the kernels above as real functions of the momentum ratio. `SolvesZeroEnergy γ a` is the integral equation, required for every `p > 0`, with `Ioi 0` as the momentum half-line. It asks for no normalisation of `a`, and the amplitude $1/p$ is indeed not square-integrable: it is a scaling solution, not a bound state. `solvesZeroEnergy_iff` says that this amplitude solves the equation if and only if the real number `γ` has the stated value.

The radial equation is the starting point here; it is not derived from the Dirac operator. The model has one electron, no mass, a point nucleus and only the s wave. For this operator the same number is the critical coupling, but that the energy is bounded below up to it, and no further, is a separate theorem that is not proved here.

```lean
import Mathlib

open Real Set MeasureTheory Filter Topology

namespace BrownRavenhall

noncomputable section

/-- Large-component kernel: the Legendre function `Q₀` at `(x + 1/x)/2`, for a momentum
ratio `x > 0`, `x ≠ 1`. -/
def Q0 (x : ℝ) : ℝ := Real.log |(1 + x) / (1 - x)|

/-- Small-component kernel: the Legendre function `Q₁` at `(x + 1/x)/2`, for a momentum
ratio `x > 0`, `x ≠ 1`. -/
def Q1 (x : ℝ) : ℝ := (x + 1 / x) / 2 * Q0 x - 1

/-- The massless s-wave equation at zero energy with Coulomb coupling `γ`, for a radial
momentum-space amplitude `a` on `p > 0`. -/
def SolvesZeroEnergy (γ : ℝ) (a : ℝ → ℝ) : Prop :=
  ∀ p > 0, p * a p = γ / (2 * π) * ∫ q in Ioi (0 : ℝ), (Q0 (q / p) + Q1 (q / p)) * a q

/-- A power series with nonnegative coefficients may be integrated term by term over `(0,1)`
if the integrals of its terms have a positive finite sum. -/
theorem integral_series {f : ℝ → ℝ} {c s : ℕ → ℝ} {n : ℕ → ℕ} {S : ℝ}
    (hc : ∀ k, 0 ≤ c k) (hS : 0 < S) (he : ∀ k, c k / (n k + 1) = s k) (hs : HasSum s S)
    (hf : ∀ x ∈ Ioo (0 : ℝ) 1, f x = ∑' k, c k * x ^ n k) :
    IntegrableOn f (Ioo 0 1) ∧ ∫ x in Ioo (0 : ℝ) 1, f x = S := by
  have hv : ∀ k, ∫ x in Ioo (0 : ℝ) 1, c k * x ^ n k = s k := by
    intro k
    rw [← integral_Ioc_eq_integral_Ioo, ← intervalIntegral.integral_of_le zero_le_one,
      intervalIntegral.integral_const_mul, integral_pow, one_pow,
      zero_pow (Nat.succ_ne_zero _), sub_zero, mul_one_div, he]
  have hn : ∀ k, ∫ x in Ioo (0 : ℝ) 1, ‖c k * x ^ n k‖ = s k := by
    intro k
    rw [← hv k]
    exact setIntegral_congr_fun measurableSet_Ioo fun x hx =>
      Real.norm_of_nonneg (mul_nonneg (hc k) (pow_nonneg hx.1.le _))
  have key := hasSum_integral_of_summable_integral_norm (F := fun k x => c k * x ^ n k)
    (μ := volume.restrict (Ioo 0 1))
    (fun k => (by fun_prop : Continuous fun x : ℝ => c k * x ^ n k).integrableOn_Icc.mono_set
      Ioo_subset_Icc_self) (by simp only [hn]; exact hs.summable)
  simp only [hv] at key
  have v : ∫ x in Ioo (0 : ℝ) 1, f x = S := by
    have e : EqOn f (fun x => ∑' k, c k * x ^ n k) (Ioo 0 1) := fun x hx => hf x hx
    rw [setIntegral_congr_fun measurableSet_Ioo e]
    exact key.unique hs
  exact ⟨by_contra fun h => hS.ne' (v.symm.trans (integral_undef h)), v⟩

/-- The odd power series of `log((1+x)/(1-x))` for `0 < x < 1`. -/
theorem log_series {x : ℝ} (hx : x ∈ Ioo (0 : ℝ) 1) :
    HasSum (fun k : ℕ => 2 * (1 / (2 * (k : ℝ) + 1)) * x ^ (2 * k + 1))
      (Real.log ((1 + x) / (1 - x))) := by
  rw [Real.log_div (by linarith [hx.1]) (by linarith [hx.2])]
  exact Real.hasSum_log_sub_log_of_abs_lt_one (abs_lt.2 ⟨by linarith [hx.1], hx.2⟩)

/-- The inverse squares of the odd numbers sum to `π²/8`. -/
theorem hasSum_odd : HasSum (fun k : ℕ => 1 / (2 * (k : ℝ) + 1) ^ 2) (π ^ 2 / 8) := by
  have h := hasSum_zeta_two
  have he : HasSum (fun k : ℕ => 1 / ((2 * k : ℕ) : ℝ) ^ 2) (1 / 4 * (π ^ 2 / 6)) := by
    have q : (fun k : ℕ => 1 / ((2 * k : ℕ) : ℝ) ^ 2) =
        fun k : ℕ => 1 / 4 * (1 / (k : ℝ) ^ 2) := by
      funext k
      push_cast
      ring
    rw [q]
    exact h.mul_left _
  have ho : Summable (fun k : ℕ => 1 / ((2 * k + 1 : ℕ) : ℝ) ^ 2) :=
    h.summable.comp_injective (i := fun k : ℕ => 2 * k + 1)
      (fun a b hab => by dsimp only at hab; omega)
  have s := (HasSum.even_add_odd (f := fun n : ℕ => 1 / (n : ℝ) ^ 2) he ho.hasSum).unique h
  have r := ho.hasSum
  rw [eq_sub_of_add_eq' s, show π ^ 2 / 6 - 1 / 4 * (π ^ 2 / 6) = π ^ 2 / 8 by ring] at r
  simpa using r

/-- The large-component kernel is integrable against `dx/x` on `(0,1)`, with integral `π²/4`. -/
theorem large_component_integral : IntegrableOn (fun x => Q0 x / x) (Ioo 0 1) ∧
    ∫ x in Ioo (0 : ℝ) 1, Q0 x / x = π ^ 2 / 4 := by
  rw [show π ^ 2 / 4 = 2 * (π ^ 2 / 8) by ring]
  refine integral_series (c := fun k => 2 * (1 / (2 * (k : ℝ) + 1))) (n := fun k => 2 * k)
    (fun k => mul_nonneg zero_le_two (by positivity)) (by positivity) (fun k => ?_)
    (hasSum_odd.mul_left 2) fun x hx => ?_
  · push_cast
    field_simp
  · rw [Q0, Real.log_abs]
    refine ((log_series hx).div_const x).tsum_eq.symm.trans (tsum_congr fun k => ?_)
    rw [pow_succ, ← mul_assoc, mul_div_cancel_right₀ _ hx.1.ne']

/-- The differences of successive inverse odd numbers sum to 1. -/
theorem hasSum_telescope :
    HasSum (fun k : ℕ => 1 / (2 * (k : ℝ) + 1) - 1 / (2 * (k : ℝ) + 3)) 1 := by
  rw [hasSum_iff_tendsto_nat_of_nonneg fun k =>
    sub_nonneg.2 (one_div_le_one_div_of_le (by positivity) (by linarith))]
  have hS : ∀ n : ℕ, ∑ k ∈ Finset.range n,
      (1 / (2 * (k : ℝ) + 1) - 1 / (2 * (k : ℝ) + 3)) = 1 - 1 / (2 * (n : ℝ) + 1) := by
    intro n
    induction n with
    | zero => simp
    | succ n ih =>
      rw [Finset.sum_range_succ, ih]
      push_cast
      ring
  have m : StrictMono fun n : ℕ => 2 * n := fun a b h => by dsimp only; omega
  have t := ((tendsto_one_div_add_atTop_nhds_zero_nat (𝕜 := ℝ)).comp
    m.tendsto_atTop).const_sub 1
  simp only [hS]
  simpa [Function.comp_def] using t

/-- The small-component integral over `(0,1)` converges absolutely and equals 1. -/
theorem small_component_integral :
    IntegrableOn (fun x : ℝ => ((x + 1 / x) / 2 * Real.log ((1 + x) / (1 - x)) - 1) / x)
      (Ioo 0 1) ∧
    ∫ x in Ioo (0 : ℝ) 1, ((x + 1 / x) / 2 * Real.log ((1 + x) / (1 - x)) - 1) / x = 1 := by
  refine integral_series (c := fun k => 1 / (2 * (k : ℝ) + 1) + 1 / (2 * (k : ℝ) + 3))
    (n := fun k => 2 * k + 1) (fun k => add_nonneg (by positivity) (by positivity)) one_pos
    (fun k => ?_) hasSum_telescope fun x hx => ?_
  · push_cast
    field_simp
    ring
  · -- the subtracted 1 removes the first term of the shifted series
    have h0 := hx.1.ne'
    have a := (log_series hx).div_const 2
    have b := (hasSum_nat_add_iff' 1).2 ((log_series hx).div_const (2 * x ^ 2))
    refine Eq.trans ?_ ((a.add b).tsum_eq.symm.trans (tsum_congr fun k => ?_))
    · simp only [Finset.sum_range_one, Nat.cast_zero, mul_zero, zero_add, pow_one]
      linear_combination (Real.log ((1 + x) / (1 - x)) / 2 + x⁻¹) * mul_inv_cancel₀ h0
    · push_cast
      linear_combination (1 / (2 * (k : ℝ) + 3) * x ^ (2 * k + 1)) *
        mul_inv_cancel₀ (pow_ne_zero 2 h0)

/-- The full s-wave kernel integrated against `dx/x` over all momentum ratios is `π²/2 + 2`. -/
theorem kernel_integral : ∫ x in Ioi (0 : ℝ), (Q0 x + Q1 x) / x = π ^ 2 / 2 + 2 := by
  obtain ⟨i0, v0⟩ := large_component_integral
  have hs : IntegrableOn (fun x => Q1 x / x) (Ioo 0 1) ∧
      ∫ x in Ioo (0 : ℝ) 1, Q1 x / x = 1 := by
    simp only [Q1, Q0, Real.log_abs]
    exact small_component_integral
  have i : IntegrableOn (fun x => (Q0 x + Q1 x) / x) (Ioo 0 1) := by
    simp only [add_div]
    exact i0.add hs.1
  have v : ∫ x in Ioo (0 : ℝ) 1, (Q0 x + Q1 x) / x = π ^ 2 / 4 + 1 := by
    simp only [add_div]
    rw [integral_add i0 hs.1, v0, hs.2]
  -- inversion of the momentum ratio maps (0,1) to (1,∞) and preserves the kernel
  have im : (fun x : ℝ => x⁻¹) '' Ioo 0 1 = Ioi 1 := by
    ext y
    constructor
    · rintro ⟨x, hx, rfl⟩
      exact (one_lt_inv₀ hx.1).2 hx.2
    · intro hy
      exact ⟨y⁻¹, ⟨inv_pos.2 (zero_lt_one.trans hy), inv_lt_one_of_one_lt₀ hy⟩, inv_inv y⟩
  have hd : ∀ x ∈ Ioo (0 : ℝ) 1,
      HasDerivWithinAt (fun x : ℝ => x⁻¹) (-(x ^ 2)⁻¹) (Ioo 0 1) x :=
    fun x hx => (hasDerivAt_inv hx.1.ne').hasDerivWithinAt
  have inj : InjOn (fun x : ℝ => x⁻¹) (Ioo 0 1) := inv_injective.injOn
  have cg : ∀ x ∈ Ioo (0 : ℝ) 1,
      |-(x ^ 2)⁻¹| • ((Q0 x⁻¹ + Q1 x⁻¹) / x⁻¹) = (Q0 x + Q1 x) / x := by
    intro x hx
    have h0 : x ≠ 0 := hx.1.ne'
    have e : Q0 x⁻¹ = Q0 x := by
      rw [Q0, Q0, show 1 + x⁻¹ = (1 + x) / x by linear_combination -(mul_inv_cancel₀ h0),
        show 1 - x⁻¹ = -((1 - x) / x) by linear_combination -(mul_inv_cancel₀ h0),
        div_neg, abs_neg, div_div_div_cancel_right₀ h0]
    have e1 : Q1 x⁻¹ = Q1 x := by
      rw [Q1, Q1, e, one_div, one_div, inv_inv, add_comm x⁻¹ x]
    rw [e, e1, abs_neg, abs_of_nonneg (by positivity), smul_eq_mul]
    field_simp
  have i1 : IntegrableOn (fun x => (Q0 x + Q1 x) / x) (Ioi 1) := by
    rw [← im, integrableOn_image_iff_integrableOn_abs_deriv_smul measurableSet_Ioo hd inj]
    exact i.congr_fun (fun x hx => (cg x hx).symm) measurableSet_Ioo
  have v1 : ∫ x in Ioi (1 : ℝ), (Q0 x + Q1 x) / x = π ^ 2 / 4 + 1 := by
    rw [← v, ← im, integral_image_eq_integral_abs_deriv_smul measurableSet_Ioo hd inj]
    exact setIntegral_congr_fun measurableSet_Ioo cg
  have i2 : IntegrableOn (fun x => (Q0 x + Q1 x) / x) (Ici 1) :=
    i1.congr_set_ae Ioi_ae_eq_Ici.symm
  have dj : Disjoint (Ioo (0 : ℝ) 1) (Ici 1) :=
    Set.disjoint_left.2 fun x hx hy => not_lt_of_ge hy hx.2
  rw [← Ioo_union_Ici_eq_Ioi (zero_lt_one' ℝ), setIntegral_union dj measurableSet_Ici i i2,
    integral_Ici_eq_integral_Ioi, v, v1]
  ring

/-- The amplitude `1/p` solves the massless s-wave equation at zero energy exactly when the
coupling is `2/(π/2 + 2/π)`. -/
theorem solvesZeroEnergy_iff (γ : ℝ) :
    SolvesZeroEnergy γ (fun p => 1 / p) ↔ γ = 2 / (π / 2 + 2 / π) := by
  -- the kernel integral does not depend on the external momentum
  have sc : ∀ p > 0, ∫ q in Ioi (0 : ℝ), (Q0 (q / p) + Q1 (q / p)) * (1 / q) =
      π ^ 2 / 2 + 2 := by
    intro p hp
    have t := integral_comp_mul_left_Ioi (fun x => (Q0 x + Q1 x) / x) 0 (inv_pos.2 hp)
    rw [mul_zero, inv_inv, kernel_integral, smul_eq_mul] at t
    have e : ∀ q : ℝ, (Q0 (p⁻¹ * q) + Q1 (p⁻¹ * q)) / (p⁻¹ * q) =
        p * ((Q0 (q / p) + Q1 (q / p)) * (1 / q)) := by
      intro q
      rw [show p⁻¹ * q = q / p by ring, div_div_eq_mul_div]
      ring
    simp only [e] at t
    rw [integral_const_mul] at t
    exact mul_left_cancel₀ hp.ne' t
  have k : γ / (2 * π) * (π ^ 2 / 2 + 2) = γ * (π / 2 + 2 / π) / 2 := by
    linear_combination (γ * π / 4) * mul_inv_cancel₀ Real.pi_ne_zero
  rw [eq_div_iff (by positivity)]
  constructor
  · intro h
    have h1 := h 1 one_pos
    rw [sc 1 one_pos, k] at h1
    linarith
  · intro h p hp
    rw [sc p hp, k, h, mul_one_div_cancel hp.ne']
    norm_num

end

end BrownRavenhall
```

```lean
#print axioms BrownRavenhall.kernel_integral
-- 'BrownRavenhall.kernel_integral' depends on axioms: [propext, Classical.choice, Quot.sound]
#print axioms BrownRavenhall.solvesZeroEnergy_iff
-- 'BrownRavenhall.solvesZeroEnergy_iff' depends on axioms: [propext, Classical.choice, Quot.sound]
```

## How the Lean proof is built

Both integrals over $(0,1)$ go through `integral_series`. It takes nonnegative coefficients `c k`, exponents `n k` and the integrated terms `s k`, whose sum `S` is positive. Mathlib's `hasSum_integral_of_summable_integral_norm` exchanges sum and integral. Integrability then follows from the value: Lean assigns 0 to the integral of a non-integrable function, whereas `S` is positive.

`log_series` provides the expansion of the logarithm. `hasSum_odd` splits the sum of inverse squares into even and odd parts, and `large_component_integral` uses the result.

For the small component, `hasSum_telescope` shows by induction that the first `n` differences add up to $1-1/(2n+1)$, then takes the limit. In `small_component_integral`, the step with `hasSum_nat_add_iff' 1` splits off the first term of the series divided by $2x^2$. That term is the $1/x$ which the subtracted 1 cancels.

`kernel_integral` carries out the inversion. `im` identifies the image of $(0,1)$ as $(1,\infty)$, and `cg` checks that the kernel together with the Jacobian $1/x^2$ reproduces the original integrand. The two halves are then added.

In `solvesZeroEnergy_iff`, `sc` is the substitution $q=px$ and `k` simplifies the prefactor. If the equation holds, its instance at $p=1$ already fixes $\gamma$. Conversely, `sc` shows that the integral is the same for every $p$, so this value of $\gamma$ satisfies the equation at all momenta.
